# The sine-form energy of the Bethe-ansatz LDA has slope jump U + 4t cos(π/b) at half filling

Consider an infinite homogeneous chain with hopping t, on-site repulsion U and density n, the number of electrons per site. In its parametrised form, the Bethe-ansatz local-density approximation describes the energy per site by a formula with one parameter b:

e(n) = −(2tb/π) sin(πn/b)  for n ≤ 1,

e(n) = e(2 − n) + U(n − 1)  for n > 1.

For every b ≠ 0, the slope of e jumps at n = 1 by

U + 4t cos(π/b).

The parameter is fixed by the energy at half filling, n = 1, through the function b sin(π/b). This function is strictly increasing on [1,2] and maps that interval onto [0,2]. For t > 0, each half-filling energy between −4t/π and 0 therefore belongs to exactly one b in [1,2]. The lower end of this range is the energy per site of the half-filled chain without interaction, and the upper end is its value at infinite repulsion, where hopping is blocked.

In lattice density functional theory the slope jump of the exact energy per site at half filling is the charge gap of the homogeneous chain, and U + 4t cos(π/b) is the value that this one-parameter formula gives for it. At weak repulsion this value is negative, although the exact gap is positive. The non-interacting energy and the unpolarised mean-field interaction energy Un²/4, which are subtracted to define the exchange-correlation energy, are smooth at n = 1, so the whole jump passes into the exchange-correlation potential of the approximation.

## From the half-filling energy to the slope jump

**The parameter.** Write s(b) = b sin(π/b). The product and chain rules give

s′(b) = sin(π/b) + b cos(π/b) · (−π/b²) = sin(π/b) − (π/b) cos(π/b).

For 1 < b < 2 the angle π/b lies strictly between π/2 and π. Its sine is positive and its cosine negative, so both terms of s′(b) are positive. Since s is continuous on [1,2], it is strictly increasing there, endpoints included. The endpoint values are

s(1) = sin π = 0,  s(2) = 2 sin(π/2) = 2.

By monotonicity all values lie in [0,2] and none is taken twice. By the intermediate value theorem every number in [0,2] is taken.

At half filling the energy is e(1) = −(2t/π) s(b). Prescribing e(1) = e₁ therefore means solving

s(b) = −πe₁/(2t).

If −4t/π ≤ e₁ ≤ 0, the right-hand side lies in [0,2], and there is exactly one solution b in [1,2].

**Particle-hole symmetry.** Let ℓ(n) = −(2tb/π) sin(πn/b) denote the lower branch. The upper expression ℓ(2 − n) + U(n − 1) equals ℓ(1) at n = 1, so both expressions are valid there. If n ≤ 1, then 2 − n ≥ 1 and

e(2 − n) = ℓ(n) + U(1 − n) = e(n) + U(1 − n).

If n ≥ 1, then e(2 − n) = ℓ(2 − n) = e(n) − U(n − 1), which is the same relation.

**The slopes.** The lower branch has derivative

ℓ′(n) = −(2tb/π)(π/b) cos(πn/b) = −2t cos(πn/b).

The left derivative of e at n = 1 is thus −2t cos(π/b). On the right, the reflection n ↦ 2 − n reverses the sign of the slope and the linear term adds U:

−ℓ′(1) + U = U + 2t cos(π/b).

The right derivative minus the left derivative is U + 4t cos(π/b). The energy is differentiable at half filling exactly when this difference vanishes. For b in [1,2] the cosine lies between −1 and 0, so with t ≥ 0 the jump lies between U − 4t and U.

## The energy as a function of real parameters

In the Lean file t, U, b and n are all real numbers, and the density varies continuously.

```lean
import Mathlib

open Real Set

namespace BetheAnsatzLDA

noncomputable section
```

The function s of the derivation is called `shape`.

```lean
/-- The function `b sin(π/b)` that fixes the parameter `b` from the energy at half filling. -/
def shape (b : ℝ) : ℝ := b * Real.sin (π / b)
```

The lower branch ℓ takes the hopping, the parameter and the density as arguments, in that order.

```lean
/-- The energy per site up to half filling, `-(2tb/π) sin(πn/b)`. -/
def lowerBranch (t b n : ℝ) : ℝ := -(2 * t * b / π) * Real.sin (π * n / b)
```

The full energy assigns n = 1 to the lower branch. Above half filling it uses `lowerBranch` at 2 − n, which is e(2 − n), because 2 − n is then below 1.

```lean
/-- The energy per site at density `n`, with hopping `t`, repulsion `U` and parameter `b`:
the sine form up to half filling, and its particle-hole image plus `U (n - 1)` beyond. -/
def energy (t U b n : ℝ) : ℝ :=
  if n ≤ 1 then lowerBranch t b n else lowerBranch t b (2 - n) + U * (n - 1)
```

In this definition U and b are independent. In the approximation as applied to the Hubbard chain, b depends on U/t, because the half-filling energy is taken from the exact Bethe-ansatz solution. That solution is not derived here: the half-filling energy enters as a given number e₁. No Hamiltonian appears either, and the theorems make no statement about how well the formula reproduces the energy of the chain away from half filling. Spin polarisation and inhomogeneous densities are likewise absent.

The jump is defined for any real function, with `Ici x` the half-line to the right of x and `Iic x` the one to the left, both containing x.

```lean
/-- The right derivative minus the left derivative of `f` at `x`. -/
def derivativeJump (f : ℝ → ℝ) (x : ℝ) : ℝ :=
  derivWithin f (Ici x) x - derivWithin f (Iic x) x
```

Lean's `derivWithin` returns 0 where no derivative exists, so this difference has its intended meaning only once both one-sided derivatives are known to exist. For the energy, `energy_one_sided_derivatives` below establishes that.

## One parameter for each half-filling energy

The first theorem is the derivative of s. The proof differentiates π/b as a quotient, passes to the sine by the chain rule and multiplies by b with the product rule. The final algebra brings the result into the form found by hand.

```lean
/-- The derivative of `b sin(π/b)` is `sin(π/b) - (π/b) cos(π/b)`. -/
theorem shape_hasDerivAt {b : ℝ} (hb : b ≠ 0) :
    HasDerivAt shape (Real.sin (π / b) - π / b * Real.cos (π / b)) b := by
  have h1 : HasDerivAt (fun x : ℝ => π / x) (-π / b ^ 2) b :=
    ((hasDerivAt_const b π).fun_div (hasDerivAt_id' b) hb).congr_deriv (by ring)
  have h2 := (hasDerivAt_id' b).fun_mul h1.sin
  exact h2.congr_deriv (by field_simp; ring)
```

`StrictMonoOn shape (Icc 1 2)` says that s is strictly increasing on the closed interval. The criterion used asks for continuity on the whole interval and a positive derivative in its interior. The inequalities `hlo` and `hhi` place the angle between π/2 and π, `hs` and `hc` give the signs of sine and cosine, and the last line adds the two positive terms.

```lean
/-- The function `b sin(π/b)` is strictly increasing on `[1,2]`. -/
theorem shape_strictMonoOn : StrictMonoOn shape (Icc 1 2) := by
  apply strictMonoOn_of_deriv_pos (convex_Icc 1 2)
  · intro x hx
    have hx0 : x ≠ 0 := by linarith [hx.1]
    exact (shape_hasDerivAt hx0).continuousAt.continuousWithinAt
  · intro x hx
    rw [interior_Icc] at hx
    have hx0 : 0 < x := by linarith [hx.1]
    rw [(shape_hasDerivAt hx0.ne').deriv]
    -- the angle `π/x` lies in the second quadrant
    have hlo : π / 2 < π / x := by
      rw [div_lt_div_iff₀ two_pos hx0]
      nlinarith [pi_pos, hx.2]
    have hhi : π / x < π := by
      rw [div_lt_iff₀ hx0]
      nlinarith [pi_pos, hx.1]
    have hpos : 0 < π / x := div_pos pi_pos hx0
    have hs := Real.sin_pos_of_pos_of_lt_pi hpos hhi
    have hc := Real.cos_neg_of_pi_div_two_lt_of_lt hlo (by linarith [pi_pos])
    nlinarith [mul_pos hpos (neg_pos.2 hc)]
```

`BijOn` combines three statements: s maps [1,2] into [0,2], it is injective on [1,2], and it reaches every point of [0,2]. The first follows from monotonicity and the two endpoint values, the second from strict monotonicity, and the third from the intermediate value theorem.

```lean
/-- The function `b sin(π/b)` maps `[1,2]` bijectively onto `[0,2]`. -/
theorem shape_bijOn : BijOn shape (Icc 1 2) (Icc 0 2) := by
  have h1 : shape 1 = 0 := by simp [shape]
  have h2 : shape 2 = 2 := by simp [shape]
  have hm := shape_strictMonoOn.monotoneOn
  refine ⟨fun x hx => ⟨?_, ?_⟩, shape_strictMonoOn.injOn, ?_⟩
  · rw [← h1]
    exact hm ⟨le_rfl, one_le_two⟩ hx hx.1
  · calc shape x ≤ shape 2 := hm hx ⟨one_le_two, le_rfl⟩ hx.2
      _ = 2 := h2
  · have hcont : ContinuousOn shape (Icc 1 2) := fun x hx =>
      (shape_hasDerivAt (by linarith [hx.1] : x ≠ 0)).continuousAt.continuousWithinAt
    have h := intermediate_value_Icc (one_le_two : (1 : ℝ) ≤ 2) hcont
    rw [h1, h2] at h
    exact h
```

The next theorem turns this into a statement about energies. The quantifier `∃!` means that there is exactly one b which both lies in [1,2] and gives the half-filling energy e₁. The hypothesis t > 0 allows division by 2t and makes the energy range a proper interval. The value of U is arbitrary, since U does not enter e(1).

In the proof, `hone` is the identity e(1) = −(2t/π) s(b), `key` rewrites the energy condition as s(b) = −πe₁/(2t), and `hy` checks that this target lies in [0,2]. Surjectivity then supplies b, and injectivity shows that any other candidate c equals it.

```lean
/-- Every energy per site `e₁` between `-4t/π` and `0` is the half-filling energy for exactly
one parameter `b` in `[1,2]`. -/
theorem existsUnique_parameter {t : ℝ} (ht : 0 < t) (U : ℝ) {e₁ : ℝ}
    (he : e₁ ∈ Icc (-(4 * t / π)) 0) :
    ∃! b, b ∈ Icc (1 : ℝ) 2 ∧ energy t U b 1 = e₁ := by
  have hπ : π ≠ 0 := pi_ne_zero
  have ht0 : t ≠ 0 := ht.ne'
  have hone : ∀ b, energy t U b 1 = -(2 * t * shape b / π) := by
    intro b
    rw [energy, if_pos le_rfl, lowerBranch, shape, mul_one]
    ring
  -- matching the energy means prescribing the value of `b sin(π/b)`
  have key : ∀ b, energy t U b 1 = e₁ ↔ shape b = -(π * e₁) / (2 * t) := by
    intro b
    rw [hone]
    constructor
    · intro h
      rw [← h]
      field_simp
    · intro h
      rw [h]
      field_simp
  have hy : -(π * e₁) / (2 * t) ∈ Icc (0 : ℝ) 2 := by
    constructor
    · exact div_nonneg (by nlinarith [pi_pos, he.2]) (by positivity)
    · rw [div_le_iff₀ (by positivity)]
      have h := mul_le_mul_of_nonneg_right he.1 pi_pos.le
      have h' : -(4 * t / π) * π = -(4 * t) := by field_simp
      linarith
  obtain ⟨b, hb, hbe⟩ := shape_bijOn.surjOn hy
  refine ⟨b, ⟨hb, (key b).2 hbe⟩, ?_⟩
  rintro c ⟨hc, hce⟩
  exact shape_bijOn.injOn hc hb (((key c).1 hce).trans hbe.symm)
```

## Reflection about half filling

The definition uses the upper expression only for n > 1. The following lemma extends it to n = 1, where the reflected density is again 1 and the term in U vanishes.

```lean
/-- From half filling on, the energy is the particle-hole image plus `U (n - 1)`. -/
theorem energy_of_one_le (t U b : ℝ) {n : ℝ} (hn : 1 ≤ n) :
    energy t U b n = lowerBranch t b (2 - n) + U * (n - 1) := by
  rcases hn.eq_or_lt with rfl | h
  · norm_num [energy]
  · rw [energy, if_neg (not_le.2 h)]
```

With both expressions available at the boundary, particle-hole symmetry follows from the two cases n ≤ 1 and n ≥ 1, as in the derivation. The theorem holds for every real n; the physical densities are those from 0 to 2.

```lean
/-- Particle-hole symmetry: `e(2 - n) = e(n) + U (1 - n)` at every density. -/
theorem energy_particle_hole (t U b n : ℝ) :
    energy t U b (2 - n) = energy t U b n + U * (1 - n) := by
  rcases le_total n 1 with h | h
  · rw [energy_of_one_le t U b (by linarith : 1 ≤ 2 - n), energy, if_pos h,
      show 2 - (2 - n) = n by ring]
    ring
  · rw [energy_of_one_le t U b h, energy, if_pos (by linarith : 2 - n ≤ 1)]
    ring
```

## The two slopes and their difference

`HasDerivWithinAt f m (Iic 1) 1` says that f has the left derivative m at 1, and with `Ici 1` it states the same for the right derivative. The theorem gives both for the energy, with b ≠ 0 as its only hypothesis.

The proof first computes ℓ′(1) = −2t cos(π/b) as an ordinary derivative, `h0`. On the left half-line the energy coincides with ℓ, so it inherits this slope. On the right, `HasDerivAt.comp_const_sub` carries out the reflection with its change of sign, and the derivative of U(n − 1) is added. The lemma `energy_of_one_le` identifies the resulting function with the energy for n ≥ 1.

```lean
/-- At half filling the left derivative of the energy is `-2t cos(π/b)` and the right
derivative is `U + 2t cos(π/b)`. -/
theorem energy_one_sided_derivatives (t U : ℝ) {b : ℝ} (hb : b ≠ 0) :
    HasDerivWithinAt (energy t U b) (-(2 * t) * Real.cos (π / b)) (Iic 1) 1 ∧
    HasDerivWithinAt (energy t U b) (U + 2 * t * Real.cos (π / b)) (Ici 1) 1 := by
  have hπ : π ≠ 0 := pi_ne_zero
  have h0 : HasDerivAt (lowerBranch t b) (-(2 * t) * Real.cos (π / b)) 1 := by
    have h1 : HasDerivAt (fun x : ℝ => π * x / b) (π / b) 1 :=
      (((hasDerivAt_id' (1 : ℝ)).const_mul π).div_const b).congr_deriv (by ring)
    have h2 := h1.sin.const_mul (-(2 * t * b / π))
    exact h2.congr_deriv (by rw [mul_one]; field_simp)
  constructor
  · exact h0.hasDerivWithinAt.congr
      (fun x hx => by rw [energy, if_pos (show x ≤ 1 from hx)])
      (by rw [energy, if_pos le_rfl])
  · -- reflecting the density reverses the sign of the slope
    have h1 : HasDerivAt (lowerBranch t b) (-(2 * t) * Real.cos (π / b)) (2 - 1) := by
      rw [show (2 : ℝ) - 1 = 1 by norm_num]
      exact h0
    have h2 := (HasDerivAt.comp_const_sub 2 1 h1).fun_add
      (((hasDerivAt_id' (1 : ℝ)).sub_const 1).const_mul U)
    have h3 := h2.congr_deriv
      (show _ = U + 2 * t * Real.cos (π / b) by ring)
    exact h3.hasDerivWithinAt.congr
      (fun x hx => energy_of_one_le t U b hx) (energy_of_one_le t U b le_rfl)
```

The jump formula now follows by subtraction. A one-sided derivative on a half-line is unique, which allows each `derivWithin` to be replaced by the value just found.

```lean
/-- The derivative of the energy per site jumps by `U + 4t cos(π/b)` at half filling. -/
theorem energy_derivativeJump (t U : ℝ) {b : ℝ} (hb : b ≠ 0) :
    derivativeJump (energy t U b) 1 = U + 4 * t * Real.cos (π / b) := by
  obtain ⟨hl, hr⟩ := energy_one_sided_derivatives t U hb
  rw [derivativeJump, hr.derivWithin (uniqueDiffOn_Ici (1 : ℝ) 1 (mem_Ici.2 le_rfl)),
    hl.derivWithin (uniqueDiffOn_Iic (1 : ℝ) 1 (mem_Iic.2 le_rfl))]
  ring
```

The formula does not by itself make the jump positive. It is negative even for the Hubbard chain with t > 0 when the repulsion is weak. To first order in U the half-filling energy is then −4t/π + U/4, which gives b ≈ 2 − πU/(8t) and a jump of about (1 − π²/8)U, roughly −0.23U. The exact charge gap is positive for every U > 0, so at weak repulsion the jump of the formula cannot be read as a gap.

## Smooth half filling and the range of the jump

The energy is differentiable at n = 1 exactly when U = −4t cos(π/b). In one direction, an ordinary derivative equals both one-sided derivatives, so the jump is zero and the formula yields the condition. In the other, the condition makes the two slopes equal. The proof then joins the half-lines with `hl.union hr`; their union is the whole real line, and the common slope becomes an ordinary derivative.

```lean
/-- The energy is differentiable at half filling exactly when `U = -4t cos(π/b)`. -/
theorem energy_differentiableAt_iff (t U : ℝ) {b : ℝ} (hb : b ≠ 0) :
    DifferentiableAt ℝ (energy t U b) 1 ↔ U = -(4 * t * Real.cos (π / b)) := by
  constructor
  · intro h
    have hj := energy_derivativeJump t U hb
    rw [derivativeJump, h.derivWithin (uniqueDiffOn_Ici (1 : ℝ) 1 (mem_Ici.2 le_rfl)),
      h.derivWithin (uniqueDiffOn_Iic (1 : ℝ) 1 (mem_Iic.2 le_rfl)), sub_self] at hj
    linarith
  · intro h
    obtain ⟨hl, hr⟩ := energy_one_sided_derivatives t U hb
    -- the two one-sided slopes agree, so they glue to a derivative
    rw [show U + 2 * t * Real.cos (π / b) = -(2 * t) * Real.cos (π / b) by linarith] at hr
    have hu := hl.union hr
    rw [Iic_union_Ici, hasDerivWithinAt_univ] at hu
    exact hu.differentiableAt
```

A case with direct physical meaning is U = 0 and b = 2, the non-interacting chain. The condition holds because cos(π/2) = 0, and the energy has no kink.

The last theorem bounds the jump for t ≥ 0 and b in [1,2]. The angle π/b now lies in the closed interval from π/2 to π, so its cosine is at most 0, and no cosine is below −1. Inserting these two bounds in the jump formula gives U − 4t and U. The remaining parts evaluate the jump at b = 1, where the cosine is −1, and at b = 2, where it is 0.

```lean
/-- For `b` in `[1,2]` the jump lies between `U - 4t` and `U`; the lower bound is attained at
`b = 1` and the upper bound at `b = 2`. -/
theorem energy_derivativeJump_bounds {t : ℝ} (ht : 0 ≤ t) (U : ℝ) :
    (∀ b ∈ Icc (1 : ℝ) 2, derivativeJump (energy t U b) 1 ∈ Icc (U - 4 * t) U) ∧
    derivativeJump (energy t U 1) 1 = U - 4 * t ∧
    derivativeJump (energy t U 2) 1 = U := by
  refine ⟨fun b hb => ?_, ?_, ?_⟩
  · have hb0 : 0 < b := by linarith [hb.1]
    rw [energy_derivativeJump t U hb0.ne']
    have hlo : π / 2 ≤ π / b := by
      rw [div_le_div_iff₀ two_pos hb0]
      nlinarith [pi_pos, hb.2]
    have hhi : π / b ≤ π := by
      rw [div_le_iff₀ hb0]
      nlinarith [pi_pos, hb.1]
    have hc := Real.cos_nonpos_of_pi_div_two_le_of_le hlo (by linarith [pi_pos])
    have hc' := Real.neg_one_le_cos (π / b)
    constructor <;> nlinarith
  · rw [energy_derivativeJump t U one_ne_zero, div_one, Real.cos_pi]
    ring
  · rw [energy_derivativeJump t U two_ne_zero, Real.cos_pi_div_two]
    ring

end

end BetheAnsatzLDA
```

Both bounds refer to a fixed U with b varied independently. Once b is tied to U by the half-filling energy of the Hubbard chain, b = 2 belongs to U = 0, and b = 1 is approached only as U/t grows without limit.

```lean
#print axioms BetheAnsatzLDA.existsUnique_parameter
#print axioms BetheAnsatzLDA.energy_derivativeJump
#print axioms BetheAnsatzLDA.energy_differentiableAt_iff
#print axioms BetheAnsatzLDA.energy_derivativeJump_bounds
```

```
'BetheAnsatzLDA.existsUnique_parameter' depends on axioms: [propext, Classical.choice, Quot.sound]
'BetheAnsatzLDA.energy_derivativeJump' depends on axioms: [propext, Classical.choice, Quot.sound]
'BetheAnsatzLDA.energy_differentiableAt_iff' depends on axioms: [propext, Classical.choice, Quot.sound]
'BetheAnsatzLDA.energy_derivativeJump_bounds' depends on axioms: [propext, Classical.choice, Quot.sound]
```
